# For a real power series convergent at every coupling g, the operation g d/dg multiplies the kth-order term by k

Let a quantity f(g) be given by a power series in a real parameter g, such as a coupling strength, with real coefficients a_k and convergence to f(g) at every real g. The declaration states that f is then differentiable everywhere, and that g f′(g) is the sum of k a_k g^k, so that each order is weighted by its power of g. No Hamiltonian or other physical model is assumed. The attempt differentiates term by term on a ball of radius r = |g| + 1, where k ≤ 2^k lets the terms |a_k (2r)^k| bound those of the differentiated series. It then multiplies that series by g and matches the terms.

This version doesn't compile in Lean 4 with Mathlib:

```lean
import Mathlib

open Matrix

namespace SeriesDeriv

noncomputable section

/-- If `f(g)` is the sum of `a_k g^k` for all real `g`, then `f` is differentiable and
`g f'(g)` is the sum of `k a_k g^k`. -/
theorem series_deriv {a : ℕ → ℝ} {f : ℝ → ℝ} (h : ∀ g, HasSum (fun k => a k * g ^ k) (f g)) :
    ∃ f' : ℝ → ℝ, ∀ g, HasDerivAt f (f' g) g ∧
      HasSum (fun k : ℕ => ((k : ℝ) * a k) * g ^ k) (g * f' g) := by
  refine ⟨fun g => ∑' k : ℕ, a k * ((k : ℝ) * g ^ (k - 1)), fun g => ?_⟩
  obtain ⟨r, hr⟩ : ∃ r, r = |g| + 1 := ⟨_, rfl⟩
  have hr1 : 1 ≤ r := by rw [hr]; linarith [abs_nonneg g]
  have hu : Summable fun k => ‖a k * (2 * r) ^ k‖ := (h (2 * r)).summable.norm
  have hb : ∀ (k : ℕ) (y : ℝ), y ∈ Metric.ball (0 : ℝ) r →
      ‖a k * ((k : ℝ) * y ^ (k - 1))‖ ≤ ‖a k * (2 * r) ^ k‖ := by
    intro k y hy
    have hy' : |y| ≤ r := by
      rw [mem_ball_zero_iff, Real.norm_eq_abs] at hy; exact hy.le
    have hk : (k : ℝ) ≤ 2 ^ k := by exact_mod_cast (Nat.lt_two_pow_self (n := k)).le
    have hp : |y| ^ (k - 1) ≤ r ^ k := (pow_le_pow_left₀ (abs_nonneg y) hy' _).trans
      (pow_le_pow_right₀ hr1 (Nat.sub_le k 1))
    rw [norm_mul, norm_mul]
    refine mul_le_mul_of_nonneg_left ?_ (norm_nonneg _)
    rw [Real.norm_eq_abs, Real.norm_eq_abs, abs_mul, abs_pow, Nat.abs_cast,
      abs_of_nonneg (by positivity : 0 ≤ (2 * r) ^ k), mul_pow]
    exact mul_le_mul hk hp (by positivity) (by positivity)
  have hg : g ∈ Metric.ball (0 : ℝ) r := by
    rw [mem_ball_zero_iff, Real.norm_eq_abs, hr]; linarith
  constructor
  · have hf : f = fun z => ∑' k, a k * z ^ k := funext fun z => (h z).tsum_eq.symm
    rw [hf]
    exact hasDerivAt_tsum_of_isPreconnected hu Metric.isOpen_ball
      (convex_ball (0 : ℝ) r).isPreconnected
      (fun k y _ => (hasDerivAt_pow k y).const_mul (a k)) hb hg (h g).summable hg
  · have hs : Summable fun k : ℕ => a k * ((k : ℝ) * g ^ (k - 1)) :=
      Summable.of_norm_bounded (g := fun k => ‖a k * (2 * r) ^ k‖) hu fun k => hb k g hg
    convert hs.hasSum.mul_left g using 1
    funext k
    cases k with
    | zero => simp
    | succ k => rw [Nat.add_sub_cancel, pow_succ]; ring

end

end SeriesDeriv
```

The compiler's answer:

```
Main.lean:27:41: error: typeclass instance problem is stuck
  SeminormedAddGroup ?m.333

Note: Lean will not try to resolve this typeclass instance problem because the type argument to `SeminormedAddGroup` is a metavariable. This argument must be fully determined before Lean will try to resolve the typeclass.

Hint: Adding type annotations and supplying implicit arguments to functions can give Lean more information for typeclass resolution. For example, if you have a variable `x` that you intend to be a `Nat`, but Lean reports it as having an unresolved type like `?m`, replacing `x` with `(x : Nat)` can get typeclass resolution un-stuck.
Main.lean:42:4: error: Tactic `apply` failed: could not unify the conclusion of `@funext`
  ?f = ?g
with the goal
  Real.instAddCommMonoid =
    CommRing.toNonUnitalCommRing.toNonUnitalNonAssocCommRing.toNonUnitalNonAssocSemiring.toAddCommMonoid

Note: The full type of `@funext` is
  ∀ {α : Sort ?u.273} {β : α → Sort ?u.272} {f g : (x : α) → β x}, (∀ (x : α), f x = g x) → f = g

case e'_3
a : ℕ → ℝ
f : ℝ → ℝ
h : ∀ (g : ℝ), HasSum (fun k => a k * g ^ k) (f g)
g r : ℝ
hr : r = |g| + 1
hr1 : 1 ≤ r
hu : Summable fun k => ‖a k * (2 * r) ^ k‖
hb : ∀ (k : ℕ), ∀ y ∈ Metric.ball 0 r, ‖a k * (↑k * y ^ (k - 1))‖ ≤ ‖a k * (2 * r) ^ k‖
hg : g ∈ Metric.ball 0 r
hs : Summable fun k => a k * (↑k * g ^ (k - 1))
⊢ Real.instAddCommMonoid =
    CommRing.toNonUnitalCommRing.toNonUnitalNonAssocCommRing.toNonUnitalNonAssocSemiring.toAddCommMonoid
```

Cause. The first message says that Lean could not determine the type in which `norm_nonneg _` takes its norm. The second `norm_mul` rewrites the first match it finds, the inner norm `‖↑k * y ^ (k - 1)‖` on the left, so the right side stays `‖a k * (2 * r) ^ k‖`. That is not the product `mul_le_mul_of_nonneg_left` needs, and the goal cannot fix the type. The repair names the terms to be rewritten, so both sides become products with the factor `|a k|`; the remaining bound is proved separately as `hle`.

The second message says that `funext` was applied to an equation that is not between functions. `convert ... using 1` had left, as its first goal, an equality of two `AddCommMonoid` structures on the reals, and `funext k` met that instead of the equality of summands. The repair states the latter as `e`, proves it by the same case split, and rewrites with it. `exact` then accepts `hs.hasSum.mul_left g`, checking the two structures by definitional equality, so they never appear as a goal.

The repair, with which the file compiles:

```diff
@@ -24,9 +24,10 @@
     have hp : |y| ^ (k - 1) ≤ r ^ k := (pow_le_pow_left₀ (abs_nonneg y) hy' _).trans
       (pow_le_pow_right₀ hr1 (Nat.sub_le k 1))
-    rw [norm_mul, norm_mul]
-    refine mul_le_mul_of_nonneg_left ?_ (norm_nonneg _)
-    rw [Real.norm_eq_abs, Real.norm_eq_abs, abs_mul, abs_pow, Nat.abs_cast,
-      abs_of_nonneg (by positivity : 0 ≤ (2 * r) ^ k), mul_pow]
-    exact mul_le_mul hk hp (by positivity) (by positivity)
+    have hle : |(k : ℝ) * y ^ (k - 1)| ≤ (2 * r) ^ k := by
+      rw [abs_mul, abs_pow, Nat.abs_cast, mul_pow]
+      exact mul_le_mul hk hp (by positivity) (by positivity)
+    rw [Real.norm_eq_abs (a k * ((k : ℝ) * y ^ (k - 1))), Real.norm_eq_abs (a k * (2 * r) ^ k),
+      abs_mul (a k) ((k : ℝ) * y ^ (k - 1)), abs_mul (a k) ((2 * r) ^ k)]
+    exact mul_le_mul_of_nonneg_left (hle.trans (le_abs_self _)) (abs_nonneg (a k))
   have hg : g ∈ Metric.ball (0 : ℝ) r := by
     rw [mem_ball_zero_iff, Real.norm_eq_abs, hr]; linarith
@@ -39,9 +40,12 @@
   · have hs : Summable fun k : ℕ => a k * ((k : ℝ) * g ^ (k - 1)) :=
       Summable.of_norm_bounded (g := fun k => ‖a k * (2 * r) ^ k‖) hu fun k => hb k g hg
-    convert hs.hasSum.mul_left g using 1
-    funext k
-    cases k with
-    | zero => simp
-    | succ k => rw [Nat.add_sub_cancel, pow_succ]; ring
+    have e : (fun k : ℕ => ((k : ℝ) * a k) * g ^ k) =
+        fun k : ℕ => g * (a k * ((k : ℝ) * g ^ (k - 1))) := by
+      funext k
+      cases k with
+      | zero => simp
+      | succ k => rw [Nat.add_sub_cancel, pow_succ]; ring
+    rw [e]
+    exact hs.hasSum.mul_left g
 
 end
```
